# In a uniform nearest-neighbour chain with open ends, the end-site density of states vanishes at the band edges, where the bulk density of states diverges

Take three identical atoms in a row, with on-site energy zero and amplitude $-t$ for an electron to hop between neighbours. The levels lie at $-\sqrt2\,t$, $0$ and $\sqrt2\,t$, and their weights on the first atom are $1/4$, $1/2$ and $1/4$. So the outer levels are the ones that the end atom sees least.

In a long chain the levels crowd together towards the band edges $\pm 2t$, and the density of states per site diverges there. I therefore expected tunnelling into the end atom to show a spike at each edge. Instead I find, at energy $-2t\cos k$, an end density $\sin k/(\pi t)$, which goes to zero at both edges. How can a site lose its density just where the chain has the most levels per unit energy? And is this formula only a large-chain approximation?

## Two factors of sin k against one

The end density is a product. The weight of a level on the end atom falls as $\sin^2 k$ towards a band edge, while the number of levels per unit energy grows only as $1/\sin k$. One factor of $\sin k$ survives. In your three-site chain, going from the middle level to an outer one halves the weight but raises the level density only by $\sqrt2$.

The reason for the small weight is the open end. The standing wave must vanish at the fictitious site 0, one step outside the chain. Near the lower edge its wavelength is long, so it has hardly risen by site 1. Near the upper edge the same holds for its envelope, with alternating signs.

**The standing waves.** Number the sites $j=1,\dots,N$, set the on-site energy to zero and the lattice spacing to one, and let $t>0$. For $1\le n\le N$ put
$$k=\frac{n\pi}{N+1},\qquad \psi_j=\sqrt{\frac{2}{N+1}}\,\sin(kj).$$
Then $\psi_0=0$, and $\psi_{N+1}=0$ because $\sin(n\pi)=0$. Every site, including the two ends, therefore obeys the same equation:
$$-t(\psi_{j-1}+\psi_{j+1})=-2t\cos k\;\psi_j ,$$
by $\sin(kj-k)+\sin(kj+k)=2\cos k\,\sin(kj)$. The energy is $E=-2t\cos k$. It rises with $n$, so these $N$ levels are distinct, and an $N\times N$ Hamiltonian has no others.

**Normalization.** The addition formulas give
$$4\sin k\,\sin^2(kj)=2\sin k-\sin((2j+1)k)+\sin((2j-1)k).$$
Summed over $j=1,\dots,N$, the last two terms telescope:
$$4\sin k\sum_{j=1}^N\sin^2(kj)=(2N+1)\sin k-\sin((2N+1)k).$$
Since $(2N+1)k=2\pi n-k$, the last sine is $-\sin k$, and the right side is $2(N+1)\sin k$. As $0<k<\pi$, we may divide by $\sin k>0$. The sum of $\sin^2(kj)$ is $(N+1)/2$, so $\sum_j\psi_j^2=1$.

**The densities.** Let the level number be a real variable $x$, with $E(x)=-2t\cos(x\pi/(N+1))$. At $x=n$,
$$\frac{dE}{dx}=\frac{2\pi t\sin k}{N+1},\qquad \frac{dx}{dE}=\frac{N+1}{2\pi t\sin k}.$$
Multiplying by $\psi_1^2=\frac{2}{N+1}\sin^2k$ gives the end density, and dividing by $N+1$ gives the bulk density per site:
$$\rho_{\rm end}=\frac{\sin k}{\pi t},\qquad \rho_{\rm bulk}=\frac{1}{2\pi t\sin k}.$$
Both count one spin direction. With these definitions both formulas are exact for every $N\ge1$. A long chain is needed only to read $dx/dE$, which interpolates between discrete levels, as a true density of states.

**The band edges.** From $4t^2-E^2=(2t\sin k)^2$ it follows that
$$\rho_{\rm end}=\frac{\sqrt{4t^2-E^2}}{2\pi t^2},\qquad \rho_{\rm end}\,\rho_{\rm bulk}=\frac{1}{2\pi^2t^2}.$$
As $|E|\to2t$, the first expression tends to zero through positive values. Because the product is constant, the bulk density diverges.

## What the Lean statements say about the chain

`chainH N t` is the real $N\times N$ Hamiltonian, with `-t` between neighbours and zero elsewhere. The hopping matrix element between adjacent orbitals is $-t$, so for $t>0$ the constant $t$ is its magnitude. Lean's `Fin N` counts from 0, so matrix index `i` is physical site $i+1$, whereas `mode N n j` takes the physical site number $j$. The name `level` denotes the energy $E(x)$, not the level number.

`levelDensity` is defined as the reciprocal of the derivative of `level`, so its closed form is derived. The condition $t>0$ makes the energy rise with the level number, which gives this density its positive sign. `bulkDensity` is an average over the chain and not the density at a chosen interior site. Dividing by $N+1$ counts one fictitious site, where the amplitude is zero.

`mode_eigen` is the eigenvalue equation, and `mode_normalized` gives unit norm for $1\le n\le N$, so these vectors are not zero. `end_and_bulk_density` contains the two formulas in $k$, and `endDensity_energy` the one in $E$.

`band_edge` treats a family of chains with lengths `N i` and levels `n i` at fixed $t$. Its hypothesis `hE` says that $|E|\to2t$ along the filter `l`, which specifies the limit being taken. The absolute value admits both edges. Taking $n=1$ with $N\to\infty$ reaches the lower edge, and $n=N$ the upper one. A single finite chain has no level exactly at an edge.

The step left to physics is to read `endDensity` as a measured local density of states. A finite chain has discrete levels, and their broadened density at the end site follows this smooth formula closely when the broadening spans many of them while remaining narrow on the energy scale over which $\sin k$ changes.

```lean
import Mathlib

open Real Matrix Filter Topology

namespace OpenChainEndDensity

noncomputable section

/-- Hamiltonian of the open chain of `N` sites: amplitude `-t` between neighbours, zero otherwise. -/
def chainH (N : ℕ) (t : ℝ) : Matrix (Fin N) (Fin N) ℝ :=
  Matrix.of fun i j => if (i : ℕ) + 1 = j ∨ (j : ℕ) + 1 = i then -t else 0

/-- Wave number `k = x π / (N + 1)` for a real level index `x`. -/
def waveNumber (N : ℕ) (x : ℝ) : ℝ := x * π / ((N : ℝ) + 1)

/-- Standing wave `n` at site `j`, with the sites of the chain numbered from 1 to `N`. -/
def mode (N n j : ℕ) : ℝ := √(2 / ((N : ℝ) + 1)) * Real.sin (waveNumber N n * (j : ℝ))

/-- Energy `-2t cos k` as a function of a real level index. -/
def level (N : ℕ) (t x : ℝ) : ℝ := -2 * t * Real.cos (waveNumber N x)

/-- Number of levels per unit energy, the reciprocal of `dE/dn`;
its domain is `t > 0` and `0 < x < N + 1`. -/
def levelDensity (N : ℕ) (t x : ℝ) : ℝ := 1 / deriv (level N t) x

/-- Local density at the end site: weight of level `n` on site 1 times the level density,
for `t > 0` and `1 ≤ n ≤ N`. -/
def endDensity (N : ℕ) (t : ℝ) (n : ℕ) : ℝ := mode N n 1 ^ 2 * levelDensity N t n

/-- Bulk density per site: the level density divided by `N + 1`,
for `t > 0` and `1 ≤ n ≤ N`. -/
def bulkDensity (N : ℕ) (t : ℝ) (n : ℕ) : ℝ := levelDensity N t n / ((N : ℝ) + 1)

/-- On an amplitude that vanishes at the fictitious sites `0` and `N + 1`, the Hamiltonian
gives `-t` times the sum of the two neighbouring amplitudes. -/
theorem chainH_mulVec (N : ℕ) (t : ℝ) (f : ℕ → ℝ) (h0 : f 0 = 0) (hN : f (N + 1) = 0)
    (i : Fin N) :
    (chainH N t *ᵥ fun j : Fin N => f ((j : ℕ) + 1)) i
      = -t * (f (i : ℕ) + f ((i : ℕ) + 2)) := by
  obtain ⟨i, hi⟩ := i
  -- separate the hop to the right from the hop to the left
  have split : ∀ j : ℕ, (if i + 1 = j ∨ j + 1 = i then -t else 0) * f (j + 1)
      = (if j = i + 1 then -t * f (i + 1 + 1) else 0) + (if j + 1 = i then -t * f i else 0) := by
    intro j
    by_cases h1 : j = i + 1
    · subst h1
      have a : i + 1 = i + 1 ∨ i + 1 + 1 = i := Or.inl rfl
      have b : ¬ (i + 1 + 1 = i) := by omega
      rw [if_pos a, if_pos rfl, if_neg b, add_zero]
    · by_cases h2 : j + 1 = i
      · rw [if_pos (Or.inr h2), if_neg h1, if_pos h2, h2, zero_add]
      · have h3 : ¬ (i + 1 = j ∨ j + 1 = i) := by omega
        rw [if_neg h3, if_neg h1, if_neg h2]
        ring
  have e : (chainH N t *ᵥ fun j : Fin N => f ((j : ℕ) + 1)) ⟨i, hi⟩
      = ∑ j ∈ Finset.range N, (if i + 1 = j ∨ j + 1 = i then -t else 0) * f (j + 1) := by
    rw [← Fin.sum_univ_eq_sum_range
      (fun j => (if i + 1 = j ∨ j + 1 = i then -t else 0) * f (j + 1)) N]
    rfl
  have right : (if i + 1 ∈ Finset.range N then -t * f (i + 1 + 1) else 0)
      = -t * f (i + 1 + 1) := by
    split_ifs with h
    · rfl
    · have h' : i + 1 = N := by
        rw [Finset.mem_range] at h
        omega
      rw [h', hN]
      simp
  have left : ∑ j ∈ Finset.range N, (if j + 1 = i then -t * f i else 0) = -t * f i := by
    cases i with
    | zero => simp [h0]
    | succ m =>
      have hm : m ∈ Finset.range N := Finset.mem_range.2 (by omega)
      rw [Finset.sum_eq_single m]
      · exact if_pos rfl
      · intro b _ hb
        exact if_neg (by omega)
      · intro h
        exact absurd hm h
  rw [e, Finset.sum_congr rfl (fun j _ => split j), Finset.sum_add_distrib,
    Finset.sum_ite_eq', right, left]
  show -t * f (i + 1 + 1) + -t * f i = -t * (f i + f (i + 1 + 1))
  ring

/-- The standing waves satisfy the eigenvalue equation of the chain with energy `-2t cos k`. -/
theorem mode_eigen (N n : ℕ) (t : ℝ) :
    (chainH N t *ᵥ fun j : Fin N => mode N n ((j : ℕ) + 1))
      = level N t n • fun j : Fin N => mode N n ((j : ℕ) + 1) := by
  have h0 : mode N n 0 = 0 := by simp [mode]
  have hN : mode N n (N + 1) = 0 := by
    have h : waveNumber N n * ((N + 1 : ℕ) : ℝ) = n * π := by
      unfold waveNumber
      push_cast
      field_simp
    rw [mode, h, Real.sin_nat_mul_pi, mul_zero]
  have key : ∀ x k : ℝ, Real.sin (k * x) + Real.sin (k * (x + 2))
      = 2 * Real.cos k * Real.sin (k * (x + 1)) := by
    intro x k
    rw [show k * x = k * (x + 1) - k by ring, show k * (x + 2) = k * (x + 1) + k by ring,
      Real.sin_sub, Real.sin_add]
    ring
  ext i
  rw [chainH_mulVec N t (mode N n) h0 hN i]
  simp only [Pi.smul_apply, smul_eq_mul, mode, level]
  push_cast
  linear_combination (-t * √(2 / ((N : ℝ) + 1))) * key (i : ℕ) (waveNumber N n)

/-- For `1 ≤ n ≤ N` the sine of the wave number is positive. -/
theorem sin_waveNumber_pos {N n : ℕ} (h1 : 1 ≤ n) (h2 : n ≤ N) :
    0 < Real.sin (waveNumber N n) := by
  have a : (0 : ℝ) < n := by exact_mod_cast h1
  have b : (n : ℝ) < (N : ℝ) + 1 := by exact_mod_cast Nat.lt_succ_of_le h2
  apply Real.sin_pos_of_pos_of_lt_pi
  · unfold waveNumber
    positivity
  · unfold waveNumber
    rw [div_lt_iff₀ (by positivity)]
    linarith [mul_lt_mul_of_pos_right b Real.pi_pos]

/-- Closed form of the sum of `sin²(kj)` over the first `M` sites, multiplied by `4 sin k`. -/
theorem sum_sin_sq (k : ℝ) (M : ℕ) :
    4 * Real.sin k * ∑ j ∈ Finset.range M, Real.sin (k * ((j : ℝ) + 1)) ^ 2
      = (2 * M + 1) * Real.sin k - Real.sin (k * (2 * M + 1)) := by
  induction M with
  | zero => simp
  | succ M ih =>
    have s : ∀ a : ℝ, 4 * Real.sin k * Real.sin a ^ 2
        = 2 * Real.sin k - Real.sin (2 * a + k) + Real.sin (2 * a - k) := by
      intro a
      rw [Real.sin_add, Real.sin_sub, Real.cos_two_mul]
      linear_combination 4 * Real.sin k * Real.sin_sq_add_cos_sq a
    have s' := s (k * ((M : ℝ) + 1))
    rw [show 2 * (k * ((M : ℝ) + 1)) + k = k * (2 * ((M : ℝ) + 1) + 1) by ring,
      show 2 * (k * ((M : ℝ) + 1)) - k = k * (2 * (M : ℝ) + 1) by ring] at s'
    rw [Finset.sum_range_succ, mul_add, ih]
    push_cast
    linear_combination s'

/-- For `1 ≤ n ≤ N` the standing wave is normalized on the chain. -/
theorem mode_normalized {N n : ℕ} (h1 : 1 ≤ n) (h2 : n ≤ N) :
    ∑ j : Fin N, mode N n ((j : ℕ) + 1) ^ 2 = 1 := by
  have hs := sin_waveNumber_pos h1 h2
  have hk : waveNumber N n * (2 * N + 1) = n * (2 * π) - waveNumber N n := by
    unfold waveNumber
    field_simp
    ring
  have hS : ∑ j ∈ Finset.range N, Real.sin (waveNumber N n * ((j : ℝ) + 1)) ^ 2
      = ((N : ℝ) + 1) / 2 := by
    apply mul_left_cancel₀ (mul_pos four_pos hs).ne'
    rw [sum_sin_sq, hk, Real.sin_nat_mul_two_pi_sub]
    ring
  have hp : (0 : ℝ) ≤ 2 / ((N : ℝ) + 1) := by positivity
  rw [Fin.sum_univ_eq_sum_range (fun j => mode N n (j + 1) ^ 2) N]
  simp only [mode, mul_pow, Real.sq_sqrt hp, Nat.cast_add, Nat.cast_one]
  rw [← Finset.mul_sum, hS]
  field_simp

/-- The slope of the energy in the level index is `2πt sin k / (N + 1)`. -/
theorem hasDerivAt_level (N : ℕ) (t x : ℝ) :
    HasDerivAt (level N t) (2 * π * t * Real.sin (waveNumber N x) / ((N : ℝ) + 1)) x := by
  have h : HasDerivAt (waveNumber N) (π / ((N : ℝ) + 1)) x :=
    (((hasDerivAt_id x).mul_const π).div_const ((N : ℝ) + 1)).congr_deriv (by ring)
  exact (h.cos.const_mul (-2 * t)).congr_deriv (by ring)

/-- For `t > 0` and `1 ≤ n ≤ N` the end density is positive and equals `sin k / (πt)`,
while the bulk density per site is `1 / (2πt sin k)`. -/
theorem end_and_bulk_density {N n : ℕ} {t : ℝ} (ht : 0 < t) (h1 : 1 ≤ n) (h2 : n ≤ N) :
    0 < endDensity N t n ∧ endDensity N t n = Real.sin (waveNumber N n) / (π * t) ∧
      bulkDensity N t n = 1 / (2 * π * t * Real.sin (waveNumber N n)) := by
  have hs := sin_waveNumber_pos h1 h2
  have hp : (0 : ℝ) ≤ 2 / ((N : ℝ) + 1) := by positivity
  have hD : levelDensity N t n
      = ((N : ℝ) + 1) / (2 * π * t * Real.sin (waveNumber N n)) := by
    rw [levelDensity, (hasDerivAt_level N t n).deriv, one_div_div]
  have he : endDensity N t n = Real.sin (waveNumber N n) / (π * t) := by
    rw [endDensity, hD, mode, mul_pow, Real.sq_sqrt hp, Nat.cast_one, mul_one]
    field_simp
  refine ⟨?_, he, ?_⟩
  · rw [he]
    exact div_pos hs (by positivity)
  · rw [bulkDensity, hD]
    field_simp

/-- For `t > 0` and `1 ≤ n ≤ N` the end density as a function of the energy `E` of the level
is the semi-ellipse `√(4t² - E²) / (2πt²)`. -/
theorem endDensity_energy {N n : ℕ} {t : ℝ} (ht : 0 < t) (h1 : 1 ≤ n) (h2 : n ≤ N) :
    endDensity N t n = √(4 * t ^ 2 - level N t n ^ 2) / (2 * π * t ^ 2) := by
  have hs := sin_waveNumber_pos h1 h2
  have h : 4 * t ^ 2 - level N t n ^ 2 = (2 * t * Real.sin (waveNumber N n)) ^ 2 := by
    unfold level
    linear_combination (-4 * t ^ 2) * Real.sin_sq_add_cos_sq (waveNumber N n)
  rw [(end_and_bulk_density ht h1 h2).2.1, h, Real.sqrt_sq (by positivity)]
  field_simp

/-- Let `t > 0` and take levels `1 ≤ n ≤ N` of a family of chains whose energies approach the
band edges, `|E| → 2t`. Then the end density tends to zero and the bulk density diverges. -/
theorem band_edge {ι : Type*} {l : Filter ι} {t : ℝ} (ht : 0 < t) (N n : ι → ℕ)
    (h1 : ∀ i, 1 ≤ n i) (h2 : ∀ i, n i ≤ N i)
    (hE : Tendsto (fun i => |level (N i) t (n i)|) l (𝓝 (2 * t))) :
    Tendsto (fun i => endDensity (N i) t (n i)) l (𝓝 0) ∧
      Tendsto (fun i => bulkDensity (N i) t (n i)) l atTop := by
  have he : ∀ i, √(4 * t ^ 2 - |level (N i) t (n i)| ^ 2) / (2 * π * t ^ 2)
      = endDensity (N i) t (n i) := fun i => by
    rw [sq_abs, endDensity_energy ht (h1 i) (h2 i)]
  have hc : Continuous fun E : ℝ => √(4 * t ^ 2 - E ^ 2) / (2 * π * t ^ 2) :=
    (Real.continuous_sqrt.comp (continuous_const.sub (continuous_id.pow 2))).div_const _
  have hz : √(4 * t ^ 2 - (2 * t) ^ 2) / (2 * π * t ^ 2) = 0 := by
    rw [show 4 * t ^ 2 - (2 * t) ^ 2 = 0 by ring, Real.sqrt_zero, zero_div]
  have lim := (hc.tendsto (2 * t)).comp hE
  rw [hz] at lim
  have z : Tendsto (fun i => endDensity (N i) t (n i)) l (𝓝 0) := lim.congr he
  refine ⟨z, ?_⟩
  -- the product of the two densities does not depend on the energy
  have hb : ∀ i, 1 / (2 * π ^ 2 * t ^ 2) * (endDensity (N i) t (n i))⁻¹
      = bulkDensity (N i) t (n i) := fun i => by
    have hs := sin_waveNumber_pos (h1 i) (h2 i)
    rw [(end_and_bulk_density ht (h1 i) (h2 i)).2.1,
      (end_and_bulk_density ht (h1 i) (h2 i)).2.2]
    field_simp
  have w : Tendsto (fun i => endDensity (N i) t (n i)) l (𝓝[>] 0) :=
    tendsto_nhdsWithin_iff.2
      ⟨z, Eventually.of_forall fun i => (end_and_bulk_density ht (h1 i) (h2 i)).1⟩
  have hpos : (0 : ℝ) < 1 / (2 * π ^ 2 * t ^ 2) := by positivity
  exact (Tendsto.const_mul_atTop hpos (tendsto_inv_nhdsGT_zero.comp w)).congr hb

end

end OpenChainEndDensity
```

```lean
#print axioms OpenChainEndDensity.mode_eigen
-- 'OpenChainEndDensity.mode_eigen' depends on axioms: [propext, Classical.choice, Quot.sound]
#print axioms OpenChainEndDensity.mode_normalized
-- 'OpenChainEndDensity.mode_normalized' depends on axioms: [propext, Classical.choice, Quot.sound]
#print axioms OpenChainEndDensity.end_and_bulk_density
-- 'OpenChainEndDensity.end_and_bulk_density' depends on axioms: [propext, Classical.choice, Quot.sound]
#print axioms OpenChainEndDensity.band_edge
-- 'OpenChainEndDensity.band_edge' depends on axioms: [propext, Classical.choice, Quot.sound]
```

## From the two-neighbour sum to the limit

`chainH_mulVec` reduces the matrix product to two neighbours. Its `split` step separates each summand into a hop from the right and a hop from the left. At a chain end one neighbour is missing, and the assumptions `f 0 = 0` and `f (N + 1) = 0` allow the same formula to be used there.

`mode_eigen` checks these two boundary values for the standing wave. Its identity `key` is the sum of sines used above, centred on site $i+1$ because the matrix index `i` counts from 0. `linear_combination` then multiplies it by $-t$ and the normalization factor.

`sin_waveNumber_pos` obtains $\sin k>0$ from $0<k<\pi$. `sum_sin_sq` proves the telescoped sum by induction on the number of sites, with `s` as the identity for one term. In `mode_normalized`, `hk` is the relation $(2N+1)k=2\pi n-k$, and the common factor $4\sin k$ is cancelled using its positivity.

`hasDerivAt_level` is the chain rule for the dispersion. `end_and_bulk_density` inverts this slope in `hD`, then multiplies by the end weight or divides by $N+1$. `endDensity_energy` rewrites $4t^2-E^2$ as a square and takes the root, whose sign is fixed by $t>0$ and $\sin k>0$.

For `band_edge`, the semi-ellipse is a continuous function of energy with value zero at $2t$, which gives the first limit. The step `hb` expresses the bulk density as a constant times the inverse of the end density. The step `w` records that the end density approaches zero from above, so its inverse tends to $+\infty$.

In quantum transport, take as the lead a long uniform chain of this kind, with non-interacting electrons. For a weak contact to its end atom, with a fixed coupling, the golden-rule rate for tunnelling into empty levels of the lead is proportional to this end density. That rate is therefore suppressed at the band edges, despite the crowding of levels in the lead.
